# An operator that commutes with every site occupation commutes with the twist operator

The theorem `commute_twist` concerns spinless fermions on a finite number `L` of sites. If an operator `V` on their Fock space commutes with the occupation number of every site, then it commutes with the twist exp(2πi m ∑ x n_x / L), for every integer `m`. `V` is an arbitrary complex matrix in the occupation basis, so it need not be Hermitian. The proof compares the two products entry by entry: where the entry `V S S'` is zero both sides vanish, and where it is not, the hypothesis should force the configurations `S` and `S'` to be equal, so that the twist gives both the same phase.

This version doesn't compile in Lean 4 with Mathlib:

```lean
import Mathlib

open Matrix

namespace BlochCurrentBound

noncomputable section

/-- Operators on the Fock space of spinless fermions on `L` sites, in the basis of occupied sets. -/
abbrev FockOp (L : ℕ) := Matrix (Finset (Fin L)) (Finset (Fin L)) ℂ

variable {L : ℕ}

/-- The fermionic annihilator of site `x`, with its Jordan-Wigner sign. -/
def annihilate (x : Fin L) : FockOp L := fun S S' =>
  if x ∈ S' ∧ S = S'.erase x then (-1) ^ (S'.filter (fun y => y < x)).card else 0

/-- The occupation number operator of site `x`. -/
def number (x : Fin L) : FockOp L := (annihilate x)ᴴ * annihilate x

/-- The phase advance per site, `2πm/L`, of a twist with winding number `m`. -/
def angle (L : ℕ) (m : ℤ) : ℝ := 2 * Real.pi * m / L

/-- The phase `exp(2πi m x/L)` given to a particle on site `x`. -/
def sitePhase (m : ℤ) (x : Fin L) : ℂ :=
  Complex.exp (((angle L m * (x : ℕ) : ℝ) : ℂ) * Complex.I)

/-- The twist operator `exp(2πi m ∑ x n_x / L)`, diagonal in the occupation basis. -/
def twist (L : ℕ) (m : ℤ) : FockOp L := Matrix.diagonal fun S => ∏ x ∈ S, sitePhase m x

lemma annihilate_eq_zero {x : Fin L} {S S' : Finset (Fin L)}
    (h : ¬(x ∈ S' ∧ S = S'.erase x)) : annihilate x S S' = 0 := by
  unfold annihilate
  exact if_neg h

/-- The number operator is diagonal: it is 1 on configurations that occupy `x` and 0 on others. -/
theorem number_eq_diagonal (x : Fin L) :
    number x = Matrix.diagonal fun S => if x ∈ S then (1 : ℂ) else 0 := by
  ext S S'
  rw [number, Matrix.mul_apply]
  simp only [Matrix.conjTranspose_apply]
  by_cases hS' : x ∈ S'
  · rw [Finset.sum_eq_single (S'.erase x)]
    · by_cases hS : S = S'
      · subst hS
        simp [annihilate, hS', ← mul_pow]
      · have key : annihilate x (S'.erase x) S = 0 := by
          apply annihilate_eq_zero
          rintro ⟨h, e⟩
          apply hS
          rw [← Finset.insert_erase h, ← e, Finset.insert_erase hS']
        rw [key, Matrix.diagonal_apply_ne _ hS]
        simp
    · intro R _ hR
      rw [annihilate_eq_zero (S' := S') (fun h => hR h.2), mul_zero]
    · simp
  · rw [Finset.sum_eq_zero]
    · by_cases hS : S = S'
      · subst hS
        simp [hS']
      · rw [Matrix.diagonal_apply_ne _ hS]
    · intro R _
      rw [annihilate_eq_zero (S' := S') (fun h => hS' h.1), mul_zero]

/-- An operator that commutes with all occupation numbers commutes with the twist. -/
theorem commute_twist {V : FockOp L} (hV : ∀ x, Commute V (number x)) (m : ℤ) :
    V * twist L m = twist L m * V := by
  ext S S'
  rw [twist, Matrix.mul_diagonal, Matrix.diagonal_mul]
  by_cases hne : V S S' = 0
  · rw [hne, zero_mul, mul_zero]
  · -- a non-zero matrix element connects only equal configurations
    have hS : S = S' := by
      ext x
      have h := congrFun (congrFun (hV x).eq S) S'
      rw [number_eq_diagonal, Matrix.mul_diagonal, Matrix.diagonal_mul] at h
      by_cases h1 : x ∈ S <;> by_cases h2 : x ∈ S' <;> simp [h1, h2, hne] at h ⊢
    rw [hS, mul_comm]

end

end BlochCurrentBound
```

Compiling this gives:

```
Main.lean:73:24: error: unsolved goals
case neg
L : ℕ
V : FockOp L
hV : ∀ (x : Fin L), Commute V (number x)
m : ℤ
S S' : Finset (Fin L)
hne : ¬V S S' = 0
x : Fin L
h1 : x ∈ S
h2 : x ∉ S'
h : 0 = V S S'
⊢ False
```

What went wrong. The message shows one case left open in the proof of `S = S'`: site `x` is occupied in `S` and empty in `S'`. There the commutation relation `h` has been simplified to `0 = V S S'`, and the goal to `False`. This contradicts `hne`, which says `¬V S S' = 0`, but `simp` does not see it. It uses `hne` to rewrite the proposition `V S S' = 0` to `False`, and `h` has the two sides the other way round, so the rewrite does not match. In the opposite case, with `x` empty in `S` and occupied in `S'`, the relation comes out as `V S S' = 0`, which `hne` does match, and no error is reported.

The repair adds `hne'`, the same fact with the equation reversed, proved from `hne` by `e.symm`, and passes it to `simp`. Now `0 = V S S'` is also rewritten to `False`, so `h` becomes a contradiction and the case closes.

As a diff, the version that Lean accepts:

```diff
@@ -75,5 +75,6 @@
       have h := congrFun (congrFun (hV x).eq S) S'
       rw [number_eq_diagonal, Matrix.mul_diagonal, Matrix.diagonal_mul] at h
-      by_cases h1 : x ∈ S <;> by_cases h2 : x ∈ S' <;> simp [h1, h2, hne] at h ⊢
+      have hne' : ¬(0 = V S S') := fun e => hne e.symm
+      by_cases h1 : x ∈ S <;> by_cases h2 : x ∈ S' <;> simp [h1, h2, hne, hne'] at h ⊢
     rw [hS, mul_comm]
 
```
